# Powers of angular momentum ladder operators: their commutators, and the end of the lowering string in finite dimension

Lower a state twice and then raise it once. On its way to the state, $J_+$ has to pass two factors $J_-$, and each passage leaves a $2J_z$ behind. One of these stands to the left of a remaining $J_-$. If the two are treated as commuting, the top state of spin one acquires the factor 4 where the correct factor is 2. Continued to higher powers, the same mistake gives factors that never vanish for a top state with nonzero $J_z$ eigenvalue, so the lowering string seems to have no end.

The parts below find the correct factors from the commutators alone, and then use them to locate the end of the string in a finite-dimensional space.

## Three commutators in a ring

Write $[X,Y]=XY-YX$ and set $\hbar=1$. The operators $J_z$, $J_+$ and $J_-$ satisfy

$$[J_z,J_+]=J_+,\qquad [J_z,J_-]=-J_-,\qquad [J_+,J_-]=2J_z .$$

This is the normalisation belonging to $J_\pm=J_x\pm iJ_y$.

```lean
import Mathlib

open Matrix

namespace LadderPowers
```

In `IsLadderTriple`, the letters `Jz`, `Jp` and `Jm` stand for $J_z$, $J_+$ and $J_-$, and the three fields are the three commutators written out. The operators are elements of an arbitrary ring `A`. No inner product is present, so nothing says that $J_-$ is the adjoint of $J_+$ or that $J_z$ is Hermitian.

```lean
/-- The angular momentum relations `[Jz,J+] = J+`, `[Jz,J-] = -J-`, `[J+,J-] = 2Jz`
(with ħ = 1) for three elements of a ring. -/
structure IsLadderTriple {A : Type*} [Ring A] (Jz Jp Jm : A) : Prop where
  z_raise : Jz * Jp - Jp * Jz = Jp
  z_lower : Jz * Jm - Jm * Jz = -Jm
  raise_lower : Jp * Jm - Jm * Jp = 2 * Jz
```

Throughout, $k$ is a natural number, starting from 0. Where it appears inside an operator expression it means $k$ times the identity, written `(k : A)`.

## (a) Reversing the quantisation axis

Show that the relations survive the replacement

$$(J_z,J_+,J_-)\;\to\;(-J_z,J_-,J_+).$$

Each new relation is an old one with its sign changed:

$$[-J_z,J_-]=J_-,\qquad [-J_z,J_+]=-J_+,\qquad [J_-,J_+]=-2J_z=2(-J_z).$$

A rotation by $\pi$ about the $x$ axis has this effect. In the proof, `linear_combination` supplies the old relation with its sign, and `noncomm_ring` checks what remains without reordering any factors.

```lean
section Algebra

variable {A : Type*} [Ring A] {Jz Jp Jm : A}

/-- Reversing the quantisation axis exchanges the raising and lowering operators and
preserves the angular momentum relations. -/
theorem IsLadderTriple.swap (h : IsLadderTriple Jz Jp Jm) :
    IsLadderTriple (-Jz) Jm Jp where
  z_raise := by linear_combination (norm := noncomm_ring) -h.z_lower
  z_lower := by linear_combination (norm := noncomm_ring) -h.z_raise
  raise_lower := by linear_combination (norm := noncomm_ring) -h.raise_lower
```

## (b) Moving $J_z$ through a string of lowering operators

Show that

$$J_zJ_-^k=J_-^k(J_z-k).$$

For $k=0$ both sides are $J_z$. The second commutator, rearranged, reads $J_zJ_-=J_-(J_z-1)$. If the claim holds for $k$, then

$$J_zJ_-^{k+1}=J_-^k(J_z-k)J_-=J_-^{k+1}(J_z-k-1).$$

The proof is the same induction. Its `hs` is the passage of $J_z-k$ through one $J_-$, and `hc` records that the number $k$ commutes with $J_-$.

```lean
/-- Moving `Jz` to the right through `k` lowering operators shifts it by `-k`. -/
theorem z_mul_lower_pow (h : IsLadderTriple Jz Jp Jm) (k : ℕ) :
    Jz * Jm ^ k = Jm ^ k * (Jz - (k : A)) := by
  induction k with
  | zero => simp
  | succ k ih =>
    have hc : (k : A) * Jm = Jm * (k : A) := (Nat.cast_commute k Jm).eq
    have hs : (Jz - (k : A)) * Jm = Jm * (Jz - ((k : A) + 1)) := by
      linear_combination (norm := noncomm_ring) h.z_lower - hc
    rw [pow_succ, ← mul_assoc, ih, mul_assoc, hs, ← mul_assoc, Nat.cast_add, Nat.cast_one]
```

## (c) Raising operator against a power of the lowering operator

Show that

$$[J_+,J_-^{k+1}]=(k+1)\,J_-^k(2J_z-k).$$

For $k=0$ this is the third commutator. For the step from $k$ to $k+1$, split off the last factor $J_-$:

$$[J_+,J_-^{k+2}]=[J_+,J_-^{k+1}]J_-+J_-^{k+1}[J_+,J_-].$$

Insert the induction hypothesis and the third commutator:

$$=(k+1)J_-^k(2J_z-k)J_-+J_-^{k+1}\,2J_z .$$

Moving the bracket through $J_-$ lowers $2J_z$ by 2:

$$=(k+1)J_-^{k+1}(2J_z-2-k)+J_-^{k+1}\,2J_z .$$

The terms in $J_z$ add up to $(k+2)\,2J_z$ and the numbers to $-(k+1)(k+2)$. Hence

$$=(k+2)J_-^{k+1}\bigl(2J_z-(k+1)\bigr).$$

The `calc` block has these four lines. The shift by 2 is `hs`, and the final collection of terms is `key`, which needs only that the number $k$ commutes with the power of $J_-$.

```lean
/-- The commutator of the raising operator with a power of the lowering operator:
`[J+, J-^(k+1)] = (k+1) J-^k (2Jz - k)`. -/
theorem raise_comm_lower_pow (h : IsLadderTriple Jz Jp Jm) (k : ℕ) :
    Jp * Jm ^ (k + 1) - Jm ^ (k + 1) * Jp
      = ((k : A) + 1) * (Jm ^ k * (2 * Jz - (k : A))) := by
  induction k with
  | zero => simpa using h.raise_lower
  | succ k ih =>
    have hc : (k : A) * Jm = Jm * (k : A) := (Nat.cast_commute k Jm).eq
    have hs : (2 * Jz - (k : A)) * Jm = Jm * (2 * Jz - 2 - (k : A)) := by
      linear_combination (norm := noncomm_ring) 2 * h.z_lower - hc
    -- collecting the two contributions only needs `c` to commute with `X`
    have key : ∀ c X Z : A, c * X = X * c →
        (c + 1) * (X * (2 * Z - 2 - c)) + X * (2 * Z)
          = (c + 1 + 1) * (X * (2 * Z - (c + 1))) := by
      intro c X Z hX
      linear_combination (norm := noncomm_ring) hX.symm
    calc Jp * Jm ^ (k + 1 + 1) - Jm ^ (k + 1 + 1) * Jp
        = (Jp * Jm ^ (k + 1) - Jm ^ (k + 1) * Jp) * Jm
            + Jm ^ (k + 1) * (Jp * Jm - Jm * Jp) := by
          rw [pow_succ Jm (k + 1)]
          generalize Jm ^ (k + 1) = X
          noncomm_ring
      _ = ((k : A) + 1) * (Jm ^ k * (2 * Jz - (k : A))) * Jm
            + Jm ^ (k + 1) * (2 * Jz) := by rw [ih, h.raise_lower]
      _ = ((k : A) + 1) * (Jm ^ (k + 1) * (2 * Jz - 2 - (k : A)))
            + Jm ^ (k + 1) * (2 * Jz) := by
          rw [mul_assoc ((k : A) + 1), mul_assoc (Jm ^ k), hs, ← mul_assoc (Jm ^ k),
            ← pow_succ]
      _ = (((k + 1 : ℕ) : A) + 1)
            * (Jm ^ (k + 1) * (2 * Jz - ((k + 1 : ℕ) : A))) := by
          rw [Nat.cast_add, Nat.cast_one]
          exact key _ _ _ (Nat.cast_commute k _).eq
```

## (d) Lowering operator against a power of the raising operator

Show that

$$[J_-,J_+^{k+1}]=-(k+1)\,J_+^k(2J_z+k).$$

No second induction is needed. Apply (c) to the reversed triple of (a):

$$[J_-,J_+^{k+1}]=(k+1)J_+^k(-2J_z-k),$$

and take out the sign. The proof does this with `h.swap`.

```lean
/-- The commutator of the lowering operator with a power of the raising operator:
`[J-, J+^(k+1)] = -(k+1) J+^k (2Jz + k)`. -/
theorem lower_comm_raise_pow (h : IsLadderTriple Jz Jp Jm) (k : ℕ) :
    Jm * Jp ^ (k + 1) - Jp ^ (k + 1) * Jm
      = -(((k : A) + 1) * (Jp ^ k * (2 * Jz + (k : A)))) := by
  have hn : 2 * -Jz - (k : A) = -(2 * Jz + (k : A)) := by noncomm_ring
  rw [raise_comm_lower_pow h.swap k, hn, mul_neg, mul_neg]

end Algebra
```

## (e) The $J_z$ value of a lowered state

Now let the operators act on a vector space $V$ over a field $K$. In Lean they are linear maps of type `Module.End K V`, whose product is composition. Let $v\in V$ satisfy $J_zv=mv$ with $m\in K$. Show that

$$J_zJ_-^kv=(m-k)J_-^kv .$$

Apply (b) to $v$:

$$J_zJ_-^kv=J_-^k(J_z-k)v=J_-^k(m-k)v=(m-k)J_-^kv .$$

The lowered vector may be zero, in which case the equation holds trivially. The proof evaluates the operator identity of (b) at `v`.

```lean
section States

variable {K V : Type*} [Field K] [AddCommGroup V] [Module K V]
  {Jz Jp Jm : Module.End K V} {v : V} {m : K}

/-- Lowering a state with `Jz v = m v` a total of `k` times gives a vector on which `Jz`
acts as multiplication by `m - k`. -/
theorem z_apply_lower_pow (h : IsLadderTriple Jz Jp Jm) (hz : Jz v = m • v) (k : ℕ) :
    Jz ((Jm ^ k) v) = (m - (k : K)) • (Jm ^ k) v := by
  have e := congrArg (fun f : Module.End K V => f v) (z_mul_lower_pow h k)
  simp only [Module.End.mul_apply, LinearMap.sub_apply, Module.End.natCast_apply, hz] at e
  rw [e, ← Nat.cast_smul_eq_nsmul K, ← sub_smul, map_smul]
```

## (f) The ladder coefficient

Suppose in addition that $J_+v=0$, so that $v$ is a top state. Show that

$$J_+J_-^{k+1}v=(k+1)(2m-k)\,J_-^kv .$$

By (c),

$$J_+J_-^{k+1}v=(k+1)J_-^k(2J_z-k)v+J_-^{k+1}J_+v .$$

The last term vanishes, and $(2J_z-k)v=(2m-k)v$. In the proof `hw` is this evaluation of the bracket, and `hp` removes the last term.

```lean
/-- If `J+ v = 0` and `Jz v = m v`, raising the state lowered `k+1` times returns the state
lowered `k` times, multiplied by `(k+1)(2m - k)`. -/
theorem raise_apply_lower_pow (h : IsLadderTriple Jz Jp Jm) (hz : Jz v = m • v)
    (hp : Jp v = 0) (k : ℕ) :
    Jp ((Jm ^ (k + 1)) v) = (((k : K) + 1) * (2 * m - (k : K))) • (Jm ^ k) v := by
  have hw : (2 * Jz - (k : Module.End K V)) v = (2 * m - (k : K)) • v := by
    rw [two_mul]
    simp only [LinearMap.sub_apply, LinearMap.add_apply, Module.End.natCast_apply, hz]
    rw [← Nat.cast_smul_eq_nsmul K]
    module
  have e := sub_eq_iff_eq_add.mp (raise_comm_lower_pow h k)
  calc Jp ((Jm ^ (k + 1)) v) = (Jp * Jm ^ (k + 1)) v := rfl
    _ = ((k : Module.End K V) + 1) ((Jm ^ k) ((2 * Jz - (k : Module.End K V)) v))
          + (Jm ^ (k + 1)) (Jp v) := by rw [e]; rfl
    _ = (((k : K) + 1) * (2 * m - (k : K))) • (Jm ^ k) v := by
        rw [hw, hp, map_zero, add_zero, map_smul, LinearMap.add_apply,
          Module.End.natCast_apply, Module.End.one_apply, ← Nat.cast_smul_eq_nsmul K]
        module
```

## (g) Where the string ends

Let $V$ be finite-dimensional, let $K$ have characteristic zero (as $\mathbb{C}$ does), and let the top state $v$ be nonzero. Show that there is a natural number $n$ with

$$2m=n,\qquad J_-^nv\neq0,\qquad J_-^{n+1}v=0 .$$

Suppose first that no $J_-^kv$ vanishes. By (e) these vectors are eigenvectors of $J_z$ with eigenvalues $m-k$, which are all different in characteristic zero. Eigenvectors with different eigenvalues are linearly independent, so $\dim V+1$ of them cannot fit into $V$. Some power therefore annihilates $v$.

Let $N$ be the smallest such power. Since $v\neq0$, $N$ is not 0, and we may write $N=n+1$. Then $J_-^nv\neq0$, and (f) with $k=n$ gives

$$0=J_+J_-^{n+1}v=(n+1)(2m-n)J_-^nv .$$

As $n+1\neq0$ in $K$, it follows that $2m=n$.

The proof obtains the contradiction in `hex`, takes the smallest power with `Nat.find`, and reads $2m=n$ off the vanishing coefficient.

```lean
/-- In a finite-dimensional space, a nonzero state with `J+ v = 0` and `Jz v = m v` has
`2m = n` for a natural number `n`, and it can be lowered exactly `n` times before vanishing. -/
theorem top_weight_quantised [CharZero K] [FiniteDimensional K V]
    (h : IsLadderTriple Jz Jp Jm) (hv : v ≠ 0) (hz : Jz v = m • v) (hp : Jp v = 0) :
    ∃ n : ℕ, 2 * m = (n : K) ∧ (Jm ^ n) v ≠ 0 ∧ (Jm ^ (n + 1)) v = 0 := by
  classical
  -- an endless string would supply too many independent eigenvectors of `Jz`
  have hex : ∃ k : ℕ, (Jm ^ k) v = 0 := by
    by_contra hcon
    have hne : ∀ k : ℕ, (Jm ^ k) v ≠ 0 := fun k hk => hcon ⟨k, hk⟩
    have hinj : Function.Injective
        (fun i : Fin (Module.finrank K V + 1) => m - ((i : ℕ) : K)) := by
      intro i j hij
      exact Fin.ext (Nat.cast_injective (sub_right_injective hij))
    have hli := Module.End.eigenvectors_linearIndependent' Jz _ hinj
      (fun i => (Jm ^ (i : ℕ)) v)
      (fun i => ⟨Module.End.mem_eigenspace_iff.mpr (z_apply_lower_pow h hz i), hne i⟩)
    have hcard := hli.fintype_card_le_finrank
    rw [Fintype.card_fin] at hcard
    omega
  have hN := Nat.find_spec hex
  have hmin : ∀ k < Nat.find hex, (Jm ^ k) v ≠ 0 := fun k hk => Nat.find_min hex hk
  generalize Nat.find hex = N at hN hmin
  cases N with
  | zero => exact absurd (by simpa using hN) hv
  | succ n =>
    have hn := hmin n (Nat.lt_succ_self n)
    -- raising the vanishing vector forces the ladder coefficient to vanish
    have e := raise_apply_lower_pow h hz hp n
    rw [hN, map_zero] at e
    have hc := (smul_eq_zero.mp e.symm).resolve_right hn
    have hk : (n : K) + 1 ≠ 0 := Nat.cast_add_one_ne_zero n
    exact ⟨n, sub_eq_zero.mp ((mul_eq_zero.mp hc).resolve_left hk), hn, hN⟩

end States
```

With $m=j$ this is the familiar string of $2j+1$ states, $j$ being an integer or half an integer; $n=0$ is the singlet. The top state is a hypothesis here and is not constructed. In electronic structure, the total spin operators in a finite orbital basis obey the same relations, so the result applies to a high-spin determinant annihilated by $S_+$ and counts the partners reached from it by $S_-$.

## (h) Spin-one matrices with a top state

Take a basis $e_0,e_1,e_2$ and the matrices

$$J_z=\begin{pmatrix}1&0&0\\0&0&0\\0&0&-1\end{pmatrix},\quad J_+=\begin{pmatrix}0&2&0\\0&0&1\\0&0&0\end{pmatrix},\quad J_-=\begin{pmatrix}0&0&0\\1&0&0\\0&2&0\end{pmatrix}.$$

Show that they satisfy the three commutators and that

$$J_+e_0=0,\qquad J_ze_0=e_0 .$$

The product $J_+J_-$ is diagonal with entries $2,2,0$, and $J_-J_+$ is diagonal with entries $0,2,2$. Their difference has entries $2,0,-2$, which is $2J_z$. Each nonzero entry of $J_+$ joins neighbouring $J_z$ values and raises by 1, while each one of $J_-$ lowers by 1; this gives the other two commutators. The first columns of $J_+$ and $J_z$ give the two statements about $e_0$.

The basis is not normalised. In terms of normalised states $|m\rangle$ it is $e_0=|1\rangle$, $e_1=\sqrt2\,|0\rangle$, $e_2=|{-1}\rangle$, and in the normalised basis every nonzero entry of $J_\pm$ is $\sqrt2$.

```lean
/-- The spin-one matrix of `Jz`. -/
def spinOneZ : Matrix (Fin 3) (Fin 3) ℂ := !![1, 0, 0; 0, 0, 0; 0, 0, -1]

/-- The spin-one raising matrix in a basis that is not normalised. -/
def spinOneRaise : Matrix (Fin 3) (Fin 3) ℂ := !![0, 2, 0; 0, 0, 1; 0, 0, 0]

/-- The spin-one lowering matrix in the same basis. -/
def spinOneLower : Matrix (Fin 3) (Fin 3) ℂ := !![0, 0, 0; 1, 0, 0; 0, 2, 0]
```

The proof compares the matrices entry by entry.

```lean
/-- The spin-one matrices satisfy the angular momentum relations, and the first basis vector
is annihilated by the raising matrix and left unchanged by `Jz`. -/
theorem spinOne_witness :
    IsLadderTriple spinOneZ spinOneRaise spinOneLower ∧
      spinOneRaise *ᵥ ![1, 0, 0] = 0 ∧ spinOneZ *ᵥ ![1, 0, 0] = ![1, 0, 0] := by
  refine ⟨⟨?_, ?_, ?_⟩, ?_, ?_⟩
  · ext i j
    fin_cases i <;> fin_cases j <;>
      norm_num [spinOneZ, spinOneRaise, Matrix.mul_apply, Fin.sum_univ_succ]
  · ext i j
    fin_cases i <;> fin_cases j <;>
      norm_num [spinOneZ, spinOneLower, Matrix.mul_apply, Fin.sum_univ_succ]
  · rw [two_mul]
    ext i j
    fin_cases i <;> fin_cases j <;>
      norm_num [spinOneZ, spinOneRaise, spinOneLower, Matrix.mul_apply, Fin.sum_univ_succ]
  · ext i
    fin_cases i <;> simp [spinOneRaise, Matrix.mulVec, dotProduct, Fin.sum_univ_succ]
  · ext i
    fin_cases i <;> simp [spinOneZ, Matrix.mulVec, dotProduct, Fin.sum_univ_succ]

end LadderPowers
```

```lean
#print axioms LadderPowers.lower_comm_raise_pow
-- 'LadderPowers.lower_comm_raise_pow' depends on axioms: [propext, Quot.sound]
#print axioms LadderPowers.top_weight_quantised
-- 'LadderPowers.top_weight_quantised' depends on axioms: [propext, Classical.choice, Quot.sound]
```

## Numbers for the spin-one string

With $m=1$, the coefficient in (f) is $(k+1)(2-k)$, which equals 2, 2, 0 for $k=0,1,2$. The matrices agree:

- $J_-e_0=e_1$ and $J_+e_1=2e_0$, so the factor is 2.
- $J_-^2e_0=2e_2$ and $J_+(2e_2)=2e_1=2J_-e_0$, so the factor is again 2, and not the 4 of the careless calculation.
- $J_-^3e_0=2J_-e_2=0$, so the string ends after $n=2=2m$ lowerings.
